# Eriksen's transformation: a unitary that carries the energy-sign operator λ to β, given a normalising operator R

In units with ħ = c = 1, the Dirac Hamiltonian α·p + mβ of a free particle couples the upper two components of the spinor to the lower two. If the lower components are simply dropped, what remains is the upper diagonal block, which is m times the identity. Every momentum then has energy m, and the kinetic energy is lost. One way to get a two-component description with the right energies is to rotate the Hamiltonian first, so that the blocks decouple.

Eriksen's transformation does this by a closed formula in β and the energy-sign operator λ. The operator λ is +1 on positive-energy states and −1 on negative-energy states, and the transformation rotates it into β, which is +1 on upper and −1 on lower components. A Hamiltonian that commutes with λ then becomes one that commutes with β, which means that it is block-diagonal.

## Two involutions and a normalisation

The algebra needs only sums, products and an adjoint †. The operators therefore live in a ring `A` with a `star` operation, which stands for †. Square complex matrices are one example, and bounded operators on a Hilbert space are another.

In Lean 4 with Mathlib:

```lean
import Mathlib

open Matrix

namespace EriksenTransformation

noncomputable section

variable {A : Type*} [Ring A] [StarRing A]
```

Both β and λ are Hermitian and square to one. Since

(β + λ)² = 2 + βλ + λβ,

this combination is Hermitian, and it commutes with β and with λ. Eriksen's formula divides by its square root. The operator R plays the part of the inverse square root:

R† = R, Rβ = βR, Rλ = λR, R²(2 + βλ + λβ) = 1.

```lean
/-- Eriksen's setting: `β` and `lam` are Hermitian involutions, and `R` is a Hermitian element
commuting with both and normalised by `R² (2 + β lam + lam β) = 1`. -/
structure IsEriksen (β lam R : A) : Prop where
  star_beta : star β = β
  beta_sq : β * β = 1
  star_lam : star lam = lam
  lam_sq : lam * lam = 1
  star_R : star R = R
  comm_beta : R * β = β * R
  comm_lam : R * lam = lam * R
  norm : R * R * (2 + β * lam + lam * β) = 1
```

The code writes `lam` for λ. The structure `IsEriksen` collects the assumptions, and the existence of R is one of them. Physically, the condition `norm` rules out states on which the energy sign is exactly opposite to β: if a nonzero state ψ had λψ = −βψ, then (β + λ)²ψ would vanish and no such R could exist. The textbook formula takes the positive square root, whereas here only R² is fixed, so −R is allowed whenever R is.

Nothing in the structure ties λ to a Hamiltonian. That link enters later, through the condition that H commutes with λ, and the sign operator of H satisfies it.

The transformation is

U = (1 + βλ)R.

```lean
/-- The Eriksen transformation `U = (1 + β lam) R`. -/
def eriksenU (β lam R : A) : A := (1 + β * lam) * R
```

## The adjoint exchanges β and λ

Taking the adjoint reverses the order of products, so

U† = R(1 + λβ) = (1 + λβ)R.

This is the formula for U with β and λ exchanged.

```lean
/-- In Eriksen's setting, the adjoint of `U` is obtained by exchanging `β` and `lam`. -/
theorem star_eriksenU {β lam R : A} (h : IsEriksen β lam R) :
    star (eriksenU β lam R) = eriksenU lam β R := by
  have c : Commute R (1 + lam * β) :=
    (Commute.one_right R).add_right
      ((show Commute R lam from h.comm_lam).mul_right h.comm_beta)
  simp only [eriksenU, star_mul, star_add, star_one, h.star_beta, h.star_lam, h.star_R]
  exact c.eq
```

The fact `c` says that R commutes with 1 + λβ, which is the second equality above. The `simp only` line computes the adjoint.

## Unitarity from the normalisation

Because βλλβ = β² = 1,

(1 + βλ)(1 + λβ) = 1 + λβ + βλ + 1 = 2 + βλ + λβ.

R commutes with both factors, and hence

UU† = R²(2 + βλ + λβ) = 1.

```lean
/-- In Eriksen's setting, the transformation and its counterpart with `β` and `lam` exchanged
multiply to one. -/
theorem eriksenU_mul_swap {β lam R : A} (h : IsEriksen β lam R) :
    eriksenU β lam R * eriksenU lam β R = 1 := by
  have cb : Commute R β := h.comm_beta
  have cl : Commute R lam := h.comm_lam
  have cP : Commute R (1 + β * lam) := (Commute.one_right R).add_right (cb.mul_right cl)
  have cQ : Commute R (1 + lam * β) := (Commute.one_right R).add_right (cl.mul_right cb)
  have e : β * lam * (lam * β) = 1 := by
    rw [mul_assoc, ← mul_assoc lam, h.lam_sq, one_mul, h.beta_sq]
  -- the product of the two unnormalised factors
  have hPQ : (1 + β * lam) * (1 + lam * β) = 2 + β * lam + lam * β := by
    rw [← one_add_one_eq_two, add_mul, mul_add (β * lam), e]
    simp only [one_mul, mul_one]
    abel
  unfold eriksenU
  calc (1 + β * lam) * R * ((1 + lam * β) * R)
      = R * (1 + β * lam) * ((1 + lam * β) * R) := by rw [cP.eq]
    _ = R * ((1 + β * lam) * (1 + lam * β) * R) := by simp only [mul_assoc]
    _ = R * (R * ((1 + β * lam) * (1 + lam * β))) := by rw [(cP.mul_right cQ).eq]
    _ = R * R * ((1 + β * lam) * (1 + lam * β)) := (mul_assoc _ _ _).symm
    _ = 1 := by rw [hPQ, h.norm]
```

The product of the two brackets is `hPQ`. The `calc` block collects the two factors R on the left and then applies the normalisation. The lemma is stated for U and its exchanged partner; the previous step identifies that partner with U†.

## U carries λ to β

Moving λ past R gives

Uλ = (1 + βλ)λR = (λ + β)R,
βU = (β + β²λ)R = (β + λ)R,

so Uλ = βU.

```lean
/-- In Eriksen's setting, `U` intertwines the two involutions: `U lam = β U`. -/
theorem eriksenU_intertwines {β lam R : A} (h : IsEriksen β lam R) :
    eriksenU β lam R * lam = β * eriksenU β lam R := by
  unfold eriksenU
  calc (1 + β * lam) * R * lam = (1 + β * lam) * (lam * R) := by rw [mul_assoc, h.comm_lam]
    _ = (lam + β * (lam * lam)) * R := by noncomm_ring
    _ = (β * β * lam + β) * R := by rw [h.lam_sq, h.beta_sq, one_mul, mul_one]
    _ = β * ((1 + β * lam) * R) := by noncomm_ring
```

## Commuting with λ becomes commuting with β

The assumptions are symmetric in β and λ. Exchanging them in the last two results gives

U†U = 1 and U†β = λU†.

From Uλ = βU it follows that UλU† = βUU† = β. For any operator H,

(UHU†)β = U(Hλ)U†,
β(UHU†) = U(λH)U†.

If Hλ = λH, the right-hand sides agree and UHU† commutes with β. Conversely, if the left-hand sides agree, multiplying by U† on the left and U on the right gives Hλ = λH.

```lean
/-- In Eriksen's setting, `U` is unitary and carries `lam` to `β`, and an operator `H` commutes
with `lam` exactly when the transformed operator `U H U†` commutes with `β`. -/
theorem eriksen_transformation {β lam R : A} (h : IsEriksen β lam R) :
    (star (eriksenU β lam R) * eriksenU β lam R = 1 ∧
      eriksenU β lam R * star (eriksenU β lam R) = 1) ∧
    eriksenU β lam R * lam * star (eriksenU β lam R) = β ∧
    ∀ H : A, Commute H lam ↔
      Commute (eriksenU β lam R * H * star (eriksenU β lam R)) β := by
  have hs : IsEriksen lam β R :=
    ⟨h.star_lam, h.lam_sq, h.star_beta, h.beta_sq, h.star_R, h.comm_lam, h.comm_beta, by
      rw [add_right_comm]; exact h.norm⟩
  have hUV := eriksenU_mul_swap h
  have hVU := eriksenU_mul_swap hs
  have hL := eriksenU_intertwines h
  have hV := eriksenU_intertwines hs
  rw [star_eriksenU h]
  generalize eriksenU β lam R = U at *
  generalize eriksenU lam β R = V at *
  refine ⟨⟨hVU, hUV⟩, by rw [hL, mul_assoc, hUV, mul_one], fun H => ?_⟩
  -- both orders of the transformed product, pulled back to the original picture
  have h1 : U * H * V * β = U * (H * lam) * V := by
    rw [mul_assoc, hV]; simp only [mul_assoc]
  have h2 : β * (U * H * V) = U * (lam * H) * V := by
    rw [← mul_assoc, ← mul_assoc, ← hL]; simp only [mul_assoc]
  have hc : ∀ Y : A, V * (U * Y * V) * U = Y := fun Y => by
    calc V * (U * Y * V) * U = (V * U) * Y * (V * U) := by simp only [mul_assoc]
      _ = Y := by rw [hVU, one_mul, mul_one]
  constructor
  · intro hH
    change U * H * V * β = β * (U * H * V)
    rw [h1, h2, hH.eq]
  · intro hH
    have e : U * (H * lam) * V = U * (lam * H) * V := by rw [← h1, ← h2, hH.eq]
    change H * lam = lam * H
    rw [← hc (H * lam), e, hc]
```

The theorem `eriksen_transformation` states three things: U is unitary on both sides, UλU† = β, and H commutes with λ exactly when UHU† commutes with β. H is any element of `A` and need not be Hermitian. In the proof, `hs` is the setting with the two involutions exchanged, `h1` and `h2` are the two displayed products, and `hc` undoes the conjugation for the converse.

In relativistic electronic structure, this algebra gives one way of reducing a one-electron Dirac matrix to two-component form. The matrix is taken in a finite orthonormal basis whose functions each have only upper or only lower components, so that β is still an involution, and λ and R must have been constructed. The step from there to the Dirac operator on the full Hilbert space needs more: that operator is unbounded, so it is not an element of the ring of bounded operators, and its domain has to be treated separately.

## Eriksen's condition and the square root of βλ

Following U with any unitary that commutes with β leaves the blocks decoupled, so block-diagonality alone does not fix the transformation. Eriksen's condition U† = βUβ restricts this freedom. It holds here because

βUβ = β(1 + βλ)βR = (1 + λβ)R = U†.

Inserting this in UU† = 1 and using βU = Uλ gives

1 = UβUβ = U²λβ.

Multiplication on the right by βλ yields U² = βλ.

```lean
/-- In Eriksen's setting, `U` obeys `U† = β U β` and is a square root of `β lam`. -/
theorem eriksenU_square_root {β lam R : A} (h : IsEriksen β lam R) :
    star (eriksenU β lam R) = β * eriksenU β lam R * β ∧
      eriksenU β lam R * eriksenU β lam R = β * lam := by
  have e : eriksenU lam β R = β * eriksenU β lam R * β := by
    unfold eriksenU
    symm
    calc β * ((1 + β * lam) * R) * β = β * (1 + β * lam) * (R * β) := by
          simp only [mul_assoc]
      _ = β * (1 + β * lam) * (β * R) := by rw [h.comm_beta]
      _ = (β * β + β * β * (lam * β)) * R := by noncomm_ring
      _ = (1 + lam * β) * R := by rw [h.beta_sq, one_mul]
  refine ⟨by rw [star_eriksenU h, e], ?_⟩
  have hu := eriksenU_mul_swap h
  rw [e, ← eriksenU_intertwines h] at hu
  generalize eriksenU β lam R = U at *
  calc U * U = U * U * (lam * (β * β) * lam) := by
        rw [h.beta_sq, mul_one, h.lam_sq, mul_one]
    _ = U * (U * lam * β) * (β * lam) := by simp only [mul_assoc]
    _ = β * lam := by rw [hu, one_mul]
```

The local fact `e` is Eriksen's condition, written for the exchanged transformation. The final `calc` block inserts λβ²λ = 1 after U² and regroups, which amounts to the multiplication by βλ.

## A free particle at fixed momentum

Keep ħ = c = 1 and write the Hamiltonian as H = K + mβ, where m is the mass and K is the kinetic term. K is Hermitian and anticommutes with β, and K² = E² − m² with E the positive energy. The sign operator is

λ = H/E.

```lean
/-- The operator `(K + m β) / E`, for `E ≠ 0`. When `E > 0` is the energy of a free particle with
kinetic term `K` and mass `m`, this is its energy-sign operator. -/
def freeSign [Algebra ℝ A] (E m : ℝ) (β K : A) : A := E⁻¹ • (K + m • β)
```

Its anticommutator with β is a number:

βλ + λβ = (βK + Kβ + 2mβ²)/E = 2m/E.

Therefore 2 + βλ + λβ = 2(E + m)/E, and R can be taken as the number

R = √(E / (2(E + m))).

```lean
/-- The normalisation `√(E / (2 (E + m)))`, for `E > 0` and `E + m > 0`. -/
def freeNorm (E m : ℝ) : ℝ := √(E / (2 * (E + m)))
```

The cross terms in H² cancel, so H² = K² + m² = E² and λ² = 1. All of Eriksen's assumptions are met. Since H = Eλ,

UHU† = E·UλU† = Eβ.

Written out, U = (E + m + βK)/√(2E(E + m)), the familiar Foldy–Wouthuysen rotation of a free particle.

```lean
/-- Let `β` be a Hermitian involution and `K` a Hermitian operator anticommuting with it, with
`K² = E² - m²`, `E > 0` and `E + m > 0`. Then `β`, the sign operator and the scalar
normalisation are in Eriksen's setting, and `U (K + m β) U† = E β`. -/
theorem free_particle [Algebra ℝ A] [StarModule ℝ A] {β K : A} {E m : ℝ}
    (hβ : star β = β) (hβ2 : β * β = 1) (hK : star K = K) (hanti : β * K = -(K * β))
    (hK2 : K * K = (E ^ 2 - m ^ 2) • (1 : A)) (hE : 0 < E) (hEm : 0 < E + m) :
    IsEriksen β (freeSign E m β K) (freeNorm E m • (1 : A)) ∧
      eriksenU β (freeSign E m β K) (freeNorm E m • (1 : A)) * (K + m • β) *
        star (eriksenU β (freeSign E m β K) (freeNorm E m • (1 : A))) = E • β := by
  have hH2 : (K + m • β) * (K + m • β) = (E ^ 2) • (1 : A) := by
    simp only [add_mul, mul_add, smul_mul_assoc, mul_smul_comm, hβ2, hK2, hanti]
    module
  have hac : β * freeSign E m β K + freeSign E m β K * β = (2 * m / E) • (1 : A) := by
    simp only [freeSign, add_mul, mul_add, smul_mul_assoc, mul_smul_comm, hβ2, hanti]
    module
  have hr : freeNorm E m * freeNorm E m * (2 + 2 * m / E) = 1 := by
    have e : E * (2 + 2 * m / E) = 2 * (E + m) := by field_simp
    have hp : 0 < 2 * (E + m) := by linarith
    rw [freeNorm, Real.mul_self_sqrt (div_nonneg hE.le hp.le), div_mul_eq_mul_div, e,
      div_self hp.ne']
  have h2 : (2 : A) = (2 : ℝ) • (1 : A) := by rw [two_smul, one_add_one_eq_two]
  have h : IsEriksen β (freeSign E m β K) (freeNorm E m • (1 : A)) := by
    refine ⟨hβ, hβ2, ?_, ?_, ?_, ?_, ?_, ?_⟩
    · simp only [freeSign, star_smul, star_add, star_trivial, hβ, hK]
    · have e : E⁻¹ * E⁻¹ * E ^ 2 = 1 := by field_simp
      rw [freeSign, smul_mul_smul_comm, hH2, smul_smul, e, one_smul]
    · simp only [star_smul, star_one, star_trivial]
    · simp only [smul_mul_assoc, mul_smul_comm, one_mul, mul_one]
    · simp only [smul_mul_assoc, mul_smul_comm, one_mul, mul_one]
    · rw [add_assoc, hac, h2, ← add_smul]
      simp only [smul_mul_smul_comm, mul_one, hr, one_smul]
  refine ⟨h, ?_⟩
  -- the Hamiltonian is the energy times its sign operator
  have hH : K + m • β = E • freeSign E m β K := by
    rw [freeSign, smul_smul, mul_inv_cancel₀ hE.ne', one_smul]
  rw [hH, mul_smul_comm, smul_mul_assoc, (eriksen_transformation h).2.1]
```

The ring now also admits multiplication by real numbers, compatibly with the adjoint, and R appears as `freeNorm E m • 1`, a multiple of the identity. The requirements are `0 < E` and `0 < E + m`; the mass itself may be zero. In the proof, `hH2` is H² = E², `hac` is the anticommutator, and `hr` is the normalisation. The last lines write H as Eλ and apply the general theorem.

## The 4×4 Dirac matrices

In the standard representation, β is diagonal with entries 1, 1, −1, −1.

```lean
/-- The Dirac matrix `β` in the standard representation. -/
def diracBeta : Matrix (Fin 4) (Fin 4) ℂ :=
  !![1, 0, 0, 0; 0, 1, 0, 0; 0, 0, -1, 0; 0, 0, 0, -1]
```

The kinetic term K = α·p has the block σ·p in both off-diagonal corners, where σ stands for the Pauli matrices. The letters x, y, z denote the components of the momentum p, not a position:

σ·p = ( z, x − iy ; x + iy, −z ).

```lean
/-- The kinetic term `α · p` in the standard representation, for momentum `(x, y, z)`. -/
def alphaP (x y z : ℝ) : Matrix (Fin 4) (Fin 4) ℂ :=
  !![0, 0, z, x - y * Complex.I; 0, 0, x + y * Complex.I, -z;
     z, x - y * Complex.I, 0, 0; x + y * Complex.I, -z, 0, 0]
```

Squaring the block gives (σ·p)² = x² + y² + z², so K² = p². K is Hermitian, and being off-diagonal it anticommutes with β. With

E = √(x² + y² + z² + m²), m > 0,

both E and E + m are positive, and the free-particle result applies:

U(α·p + mβ)U† = Eβ.

```lean
/-- For the Dirac Hamiltonian `α · p + m β` with `m > 0` and `E = √(p² + m²)`, the matrix `β`,
the sign operator and the scalar normalisation are in Eriksen's setting, and `U` brings the
Hamiltonian to the form `E β`. -/
theorem dirac_witness (x y z m : ℝ) (hm : 0 < m) :
    let E := √(x ^ 2 + y ^ 2 + z ^ 2 + m ^ 2)
    let lam := freeSign E m diracBeta (alphaP x y z)
    let R := freeNorm E m • (1 : Matrix (Fin 4) (Fin 4) ℂ)
    IsEriksen diracBeta lam R ∧
      eriksenU diracBeta lam R * (alphaP x y z + m • diracBeta) *
        star (eriksenU diracBeta lam R) = E • diracBeta := by
  intro E lam R
  have hE : 0 < E := Real.sqrt_pos.mpr (by positivity)
  have hE2 : E ^ 2 - m ^ 2 = x ^ 2 + y ^ 2 + z ^ 2 := by
    rw [Real.sq_sqrt (by positivity)]; ring
  refine free_particle ?_ ?_ ?_ ?_ ?_ hE (by linarith)
  · ext i j
    fin_cases i <;> fin_cases j <;> simp [diracBeta, Matrix.star_apply]
  · ext i j
    fin_cases i <;> fin_cases j <;> simp [diracBeta, Matrix.mul_apply, Fin.sum_univ_four]
  · ext i j
    fin_cases i <;> fin_cases j <;> simp [alphaP, Matrix.star_apply] <;> ring1
  · ext i j
    fin_cases i <;> fin_cases j <;>
      simp [diracBeta, alphaP, Matrix.mul_apply, Fin.sum_univ_four]
  · rw [hE2]
    ext i j
    fin_cases i <;> fin_cases j <;>
      simp [alphaP, Matrix.mul_apply, Fin.sum_univ_four] <;>
      first
        | ring1
        | linear_combination (-(y : ℂ) ^ 2) * Complex.I_sq

end

end EriksenTransformation
```

The theorem `dirac_witness` holds for every real momentum and every positive mass. Its proof hands the five matrix conditions to `free_particle` and checks each one entry by entry, using i² = −1 for the terms in y². The upper block of the transformed Hamiltonian is E times the identity, where the truncation at the start gave m.

For a particle at rest, p = 0 and E = m. Then λ = β and R = 1/2, so U = (1 + β²)/2 = 1: the Hamiltonian mβ is already block-diagonal, and the transformation leaves it alone.

```lean
#print axioms EriksenTransformation.eriksen_transformation
#print axioms EriksenTransformation.eriksenU_square_root
#print axioms EriksenTransformation.free_particle
```

```
'EriksenTransformation.eriksen_transformation' depends on axioms: [propext, Quot.sound]
'EriksenTransformation.eriksenU_square_root' depends on axioms: [propext, Quot.sound]
'EriksenTransformation.free_particle' depends on axioms: [propext, Classical.choice, Quot.sound]
```
